# Overlaps of normal-ordered internal singles from the one-body density matrix and two-body cumulant

Q: What are the operators and the inner product here?

A: The space $E$ is a complex inner product space, with $\langle x,y\rangle$ conjugate-linear in $x$. The labels in `ι` stand for the orthonormal spin orbitals of an active space, and a single is called internal when both of its labels belong to that space. For each label $p$, `a p` is the annihilator $a_p$ and `c p` the creator $a_p^+$, both linear maps defined on all of $E$.

```lean
import Mathlib

open scoped InnerProductSpace ComplexConjugate

namespace NormalOrderedInternalSingles

noncomputable section

variable {ι E : Type*} [NormedAddCommGroup E] [InnerProductSpace ℂ E]
```

Q: Two families of linear maps need not be fermions.

A: `IsCAR` makes them so. It requires $\langle a_p^+x,y\rangle=\langle x,a_py\rangle$, $\{a_p,a_q\}=0$ and $\{a_p,a_q^+\}=\delta_{pq}$. Neither a Fock vacuum nor finite dimension is assumed.

```lean
/-- Annihilators `a p` and creators `c p` are mutually adjoint and obey the canonical
anticommutation relations. -/
structure IsCAR [DecidableEq ι] (a c : ι → Module.End ℂ E) : Prop where
  adj : ∀ p x y, ⟪c p x, y⟫_ℂ = ⟪x, a p y⟫_ℂ
  anti : ∀ p q x, a p (a q x) + a q (a p x) = 0
  mixed : ∀ p q x, a p (c q x) + c q (a p x) = if p = q then x else 0
```

Q: And the density matrix and cumulant? Index orders vary.

A: For a reference vector $\psi$, the order is $\gamma_{tu}=\langle\psi,a_t^+a_u\psi\rangle$, creator label first.

```lean
/-- The one-body density matrix `γ_tu = ⟨a_t⁺ a_u⟩`. -/
def gamma (a c : ι → Module.End ℂ E) (ψ : E) (t u : ι) : ℂ :=
  ⟪ψ, c t (a u ψ)⟫_ℂ
```

The cumulant takes its labels in operator order:
$$\lambda_{uvtw}=\langle\psi,a_u^+a_v^+a_ta_w\psi\rangle-\gamma_{uw}\gamma_{vt}+\gamma_{ut}\gamma_{vw}.$$

```lean
/-- The two-body cumulant `⟨a_u⁺ a_v⁺ a_t a_w⟩ - γ_uw γ_vt + γ_ut γ_vw`. -/
def cumulant (a c : ι → Module.End ℂ E) (ψ : E) (u v t w : ι) : ℂ :=
  ⟪ψ, c u (c v (a t (a w ψ)))⟫_ℂ - gamma a c ψ u w * gamma a c ψ v t
    + gamma a c ψ u t * gamma a c ψ v w
```

The internal single is $S_{tu}=(a_t^+a_u-\gamma_{tu})\psi$, so normal ordering here means subtracting the expectation value.

```lean
/-- The normal-ordered internal single `(a_t⁺ a_u - γ_tu) ψ`. -/
def internalSingle (a c : ι → Module.End ℂ E) (ψ : E) (t u : ι) : E :=
  c t (a u ψ) - gamma a c ψ t u • ψ
```

Q: Derive the overlap by hand, then. Where do you start?

A: With adjoints. Conjugating the adjoint relation gives $\langle a_px,y\rangle=\langle x,a_p^+y\rangle$.

```lean
/-- An annihilator moves to the other side of an inner product as a creator. -/
theorem IsCAR.adj' [DecidableEq ι] {a c : ι → Module.End ℂ E} (h : IsCAR a c)
    (p : ι) (x y : E) : ⟪a p x, y⟫_ℂ = ⟪x, c p y⟫_ℂ := by
  rw [← inner_conj_symm (a p x) y, ← h.adj p y x, inner_conj_symm]
```

Using both forms,
$$\overline{\gamma_{tu}}=\langle a_t^+a_u\psi,\psi\rangle=\langle a_u\psi,a_t\psi\rangle=\langle\psi,a_u^+a_t\psi\rangle=\gamma_{ut}.$$
The Lean proof rewrites in the same order.

```lean
/-- The one-body density matrix is Hermitian. -/
theorem gamma_conj [DecidableEq ι] {a c : ι → Module.End ℂ E} (h : IsCAR a c)
    (ψ : E) (t u : ι) : conj (gamma a c ψ t u) = gamma a c ψ u t := by
  unfold gamma
  rw [inner_conj_symm, h.adj, h.adj']
```

Q: Where do the anticommutators enter?

A: In the overlap of the bare singles. Move both left operators across, then use $a_ta_v^+=\delta_{tv}-a_v^+a_t$:
$$\langle a_t^+a_u\psi,a_v^+a_w\psi\rangle=\langle\psi,a_u^+a_ta_v^+a_w\psi\rangle=\delta_{tv}\gamma_{uw}-\langle\psi,a_u^+a_v^+a_ta_w\psi\rangle.$$
The step `hm` is that exchange, and `split_ifs` treats $t=v$ and $t\ne v$.

```lean
/-- The overlap of two bare singles is a one-body term minus a two-body density. -/
theorem bare_overlap [DecidableEq ι] {a c : ι → Module.End ℂ E} (h : IsCAR a c)
    (ψ : E) (t u v w : ι) :
    ⟪c t (a u ψ), c v (a w ψ)⟫_ℂ =
      (if t = v then 1 else 0) * gamma a c ψ u w
        - ⟪ψ, c u (c v (a t (a w ψ)))⟫_ℂ := by
  -- move `a_t` to the right of `a_v⁺`
  have hm : a t (c v (a w ψ)) = (if t = v then a w ψ else 0) - c v (a t (a w ψ)) :=
    eq_sub_of_add_eq (h.mixed t v (a w ψ))
  rw [h.adj, h.adj', hm, map_sub, inner_sub_right]
  split_ifs <;> simp [gamma]
```

Q: What does normalisation do?

A: With $\|\psi\|=1$, assumed in every later result on the singles, the subtraction is a projection: $\langle\psi,S_{tu}\rangle=\gamma_{tu}-\gamma_{tu}\|\psi\|^2=0$.

```lean
/-- Every internal single is orthogonal to the normalised reference state. -/
theorem reference_orthogonal (a c : ι → Module.End ℂ E) {ψ : E} (hψ : ‖ψ‖ = 1)
    (t u : ι) : ⟪ψ, internalSingle a c ψ t u⟫_ℂ = 0 := by
  rw [internalSingle, inner_sub_right, inner_smul_right, inner_self_eq_norm_sq_to_K, hψ]
  simp [gamma]
```

Hence the $\psi$ component of the left vector drops out, which is step `e` below, and
$$\begin{aligned}\langle S_{tu},S_{vw}\rangle&=\langle a_t^+a_u\psi,a_v^+a_w\psi\rangle-\gamma_{vw}\gamma_{ut}\\&=\delta_{tv}\gamma_{uw}-\langle\psi,a_u^+a_v^+a_ta_w\psi\rangle-\gamma_{vw}\gamma_{ut}\\&=\gamma_{uw}(\delta_{tv}-\gamma_{vt})-\lambda_{uvtw}.\end{aligned}$$
The last line inserts the definition of $\lambda$; `ring` does that algebra. The theorem states this and the orthogonality for every unit vector $\psi$ and all four labels.

```lean
/-- The internal singles are orthogonal to the reference, and their overlaps are
`γ_uw (δ_tv - γ_vt)` minus the two-body cumulant. -/
theorem internalSingle_metric [DecidableEq ι] {a c : ι → Module.End ℂ E}
    (h : IsCAR a c) {ψ : E} (hψ : ‖ψ‖ = 1) (t u v w : ι) :
    ⟪ψ, internalSingle a c ψ t u⟫_ℂ = 0 ∧
    ⟪internalSingle a c ψ t u, internalSingle a c ψ v w⟫_ℂ =
      gamma a c ψ u w * ((if t = v then 1 else 0) - gamma a c ψ v t)
        - cumulant a c ψ u v t w := by
  refine ⟨reference_orthogonal a c hψ t u, ?_⟩
  have h1 : ⟪c t (a u ψ), ψ⟫_ℂ = gamma a c ψ u t := by
    rw [← gamma_conj h ψ t u, gamma, inner_conj_symm]
  -- the reference component of the left vector does not contribute
  have e : ⟪c t (a u ψ) - gamma a c ψ t u • ψ, internalSingle a c ψ v w⟫_ℂ =
      ⟪c t (a u ψ), internalSingle a c ψ v w⟫_ℂ := by
    rw [inner_sub_left, inner_smul_left, reference_orthogonal a c hψ, mul_zero, sub_zero]
  refine Eq.trans e ?_
  rw [internalSingle, inner_sub_right, inner_smul_right, h1, bare_overlap h, cumulant]
  ring
```

Q: Can the cumulant ever be avoided?

A: Yes, when its annihilation labels coincide. Since $a_ta_w=-a_wa_t$, and the two $\gamma\gamma$ terms trade places, $\lambda_{uvtw}=-\lambda_{uvwt}$.

```lean
/-- The two-body cumulant changes sign when its annihilation labels are exchanged. -/
theorem cumulant_swap [DecidableEq ι] {a c : ι → Module.End ℂ E} (h : IsCAR a c)
    (ψ : E) (u v t w : ι) : cumulant a c ψ u v t w = -cumulant a c ψ u v w t := by
  have hX : ⟪ψ, c u (c v (a t (a w ψ)))⟫_ℂ = -⟪ψ, c u (c v (a w (a t ψ)))⟫_ℂ := by
    rw [eq_neg_of_add_eq_zero_left (h.anti t w ψ), map_neg, map_neg, inner_neg_right]
  unfold cumulant
  linear_combination hX
```

Setting $w=t$ gives $\lambda_{uvtt}=0$, so $\langle S_{tu},S_{vt}\rangle=\gamma_{ut}(\delta_{tv}-\gamma_{vt})$.

```lean
/-- The overlap of the singles `t u` and `v t`, which share the orbital `t`, is given by the
one-body density matrix alone. -/
theorem shared_orbital_overlap [DecidableEq ι] {a c : ι → Module.End ℂ E}
    (h : IsCAR a c) {ψ : E} (hψ : ‖ψ‖ = 1) (t u v : ι) :
    ⟪internalSingle a c ψ t u, internalSingle a c ψ v t⟫_ℂ =
      gamma a c ψ u t * ((if t = v then 1 else 0) - gamma a c ψ v t) := by
  have hs := cumulant_swap h ψ u v t t
  linear_combination (internalSingle_metric h hψ t u v t).2 - (1 / 2) * hs
```

With $u=v=t$ this is $\|S_{tt}\|^2=\gamma_{tt}(1-\gamma_{tt})$, which vanishes for an empty or fully occupied orbital.

```lean
/-- The squared norm of a diagonal internal single is `γ_tt (1 - γ_tt)`. -/
theorem diagonal_norm_sq [DecidableEq ι] {a c : ι → Module.End ℂ E}
    (h : IsCAR a c) {ψ : E} (hψ : ‖ψ‖ = 1) (t : ι) :
    (‖internalSingle a c ψ t t‖ : ℂ) ^ 2 =
      gamma a c ψ t t * (1 - gamma a c ψ t t) := by
  have hs := shared_orbital_overlap h hψ t t t
  rw [inner_self_eq_norm_sq_to_K, if_pos rfl] at hs
  exact hs
```

Q: Are these vectors linearly independent?

A: Not in general. For finitely many orbitals and coefficients $C_{tu}$, put $O=\sum_{tu}C_{tu}a_t^+a_u$. Then
$$\sum_{tu}C_{tu}S_{tu}=O\psi-\Big(\sum_{tu}C_{tu}\gamma_{tu}\Big)\psi.$$
If this is zero, $\psi$ is an eigenvector of $O$. Conversely, if $O\psi=e\psi$, the inner product with the unit vector $\psi$ gives $e=\sum_{tu}C_{tu}\gamma_{tu}$, and the combination vanishes. In Lean, `key` is the displayed identity and `hg` identifies the eigenvalue.

```lean
/-- A linear combination of internal singles vanishes exactly when the reference is an
eigenvector of the one-body operator with the same coefficients. -/
theorem redundant_iff_eigenvector [Fintype ι] (a c : ι → Module.End ℂ E) {ψ : E}
    (hψ : ‖ψ‖ = 1) (C : ι → ι → ℂ) :
    ∑ t, ∑ u, C t u • internalSingle a c ψ t u = 0 ↔
      ∃ e : ℂ, ∑ t, ∑ u, C t u • c t (a u ψ) = e • ψ := by
  have key : ∑ t, ∑ u, C t u • internalSingle a c ψ t u =
      ∑ t, ∑ u, C t u • c t (a u ψ) - (∑ t, ∑ u, C t u * gamma a c ψ t u) • ψ := by
    simp only [internalSingle, smul_sub, Finset.sum_sub_distrib, smul_smul, Finset.sum_smul]
  rw [key, sub_eq_zero]
  refine ⟨fun h => ⟨_, h⟩, ?_⟩
  rintro ⟨e, he⟩
  -- the eigenvalue must be the expectation value
  have hg : ∑ t, ∑ u, C t u * gamma a c ψ t u = e := by
    have h2 := congrArg (fun x => ⟪ψ, x⟫_ℂ) he
    simp only [inner_sum, inner_smul_right, inner_self_eq_norm_sq_to_K, hψ] at h2
    simpa [gamma] using h2
  rw [hg, he]
```

Choosing $C_{tu}=\delta_{tu}$ makes $O$ the number operator of the labelled orbitals. If $\psi$ holds $n$ particles in them, $\sum_tS_{tt}=0$.

```lean
/-- For a reference with `n` particles the diagonal internal singles sum to zero. -/
theorem diagonal_sum_eq_zero [Fintype ι] [DecidableEq ι] (a c : ι → Module.End ℂ E)
    {ψ : E} (hψ : ‖ψ‖ = 1) (n : ℕ) (hN : ∑ t, c t (a t ψ) = (n : ℂ) • ψ) :
    ∑ t, internalSingle a c ψ t t = 0 := by
  have h := (redundant_iff_eigenvector a c hψ (fun t u => if t = u then 1 else 0)).mpr
    ⟨n, by simpa using hN⟩
  simpa using h
```

Q: Does that matter in practice?

A: It does in an internally contracted multireference method that includes these singles and inverts their overlap matrix, because a matrix with null directions has no inverse. One remedy is to remove those directions first. These theorems cover only the internal singles of one reference state, and no Hamiltonian or excitation out of the active space.

Q: Show me a state that meets all the assumptions.

A: Take two modes, labelled 0 and 1, on a four-dimensional Fock space. The minus signs are the fermionic phases.

```lean
/-- Annihilators of two fermionic modes in the basis `|00⟩, |10⟩, |01⟩, |11⟩`. -/
def modeA : Fin 2 → Module.End ℂ (EuclideanSpace ℂ (Fin 4)) :=
  ![{ toFun := fun x => !₂[x 1, 0, x 3, 0]
      map_add' := fun x y => by ext i; fin_cases i <;> simp
      map_smul' := fun r x => by ext i; fin_cases i <;> simp },
    { toFun := fun x => !₂[x 2, -x 3, 0, 0]
      map_add' := fun x y => by ext i; fin_cases i <;> simp; ring
      map_smul' := fun r x => by ext i; fin_cases i <;> simp }]

/-- Creators of the same two fermionic modes. -/
def modeC : Fin 2 → Module.End ℂ (EuclideanSpace ℂ (Fin 4)) :=
  ![{ toFun := fun x => !₂[0, x 0, 0, x 2]
      map_add' := fun x y => by ext i; fin_cases i <;> simp
      map_smul' := fun r x => by ext i; fin_cases i <;> simp },
    { toFun := fun x => !₂[0, 0, x 0, -x 1]
      map_add' := fun x y => by ext i; fin_cases i <;> simp; ring
      map_smul' := fun r x => by ext i; fin_cases i <;> simp }]
```

One particle is shared between the modes:

```lean
/-- One particle shared by two orbitals with amplitudes `3/5` and `4/5`. -/
def sharedState : EuclideanSpace ℂ (Fin 4) := !₂[0, 3 / 5, 4 / 5, 0]
```

The proof checks the relations component by component, and the norm from $9/25+16/25=1$.

```lean
/-- The two modes obey the anticommutation relations, and the shared state is normalised
and contains one particle. -/
theorem twoMode_witness : IsCAR modeA modeC ∧ ‖sharedState‖ = 1 ∧
    ∑ t, modeC t (modeA t sharedState) = ((1 : ℕ) : ℂ) • sharedState := by
  refine ⟨⟨?_, ?_, ?_⟩, ?_, ?_⟩
  · intro p x y
    fin_cases p <;> simp [modeA, modeC, PiLp.inner_apply, Fin.sum_univ_four]
  · intro p q x
    ext i
    fin_cases p <;> fin_cases q <;> fin_cases i <;> simp [modeA]
  · intro p q x
    ext i
    fin_cases p <;> fin_cases q <;> fin_cases i <;> simp [modeA, modeC]
  · rw [EuclideanSpace.norm_eq]
    simp [sharedState, Fin.sum_univ_four]
    norm_num
  · ext i
    fin_cases i <;> simp [modeA, modeC, sharedState, Fin.sum_univ_two]

end

end NormalOrderedInternalSingles
```

Here $\gamma_{00}=9/25$, so $\|S_{00}\|=12/25$, and $S_{11}=-S_{00}$.

Q: With one particle, isn't the cumulant zero?

A: For this state it is: the two-body term vanishes and the two $\gamma\gamma$ products cancel. The example shows nonzero, linearly dependent singles, but no contribution from $\lambda$.

```lean
#print axioms NormalOrderedInternalSingles.internalSingle_metric
#print axioms NormalOrderedInternalSingles.diagonal_norm_sq
#print axioms NormalOrderedInternalSingles.diagonal_sum_eq_zero
```

```
'NormalOrderedInternalSingles.internalSingle_metric' depends on axioms: [propext, Classical.choice, Quot.sound]
'NormalOrderedInternalSingles.diagonal_norm_sq' depends on axioms: [propext, Classical.choice, Quot.sound]
'NormalOrderedInternalSingles.diagonal_sum_eq_zero' depends on axioms: [propext, Classical.choice, Quot.sound]
```
